# Force bias for one Gaussian field: the mean is the same for every shift, and the fluctuation vanishes only at $b=-a$

The auxiliary field $x$ is always drawn from the same Gaussian, of mean zero and variance one, and the force bias $b$ enters only the quantity that is averaged. With a coupling $a$, that quantity is

$$W(x)=e^{xb-b^2/2}\,e^{a(x-b)} .$$

Both $a$ and $b$ may be complex, while $x$ stays real. Since $W$ is then complex too, its spread is measured by $\langle|W-\langle W\rangle|^2\rangle$, where $\langle\cdot\rangle$ is the average over $x$. For real $W$ this is the ordinary variance.

The coupling is a number. It stands for $\sqrt{\Delta\tau}$ times an eigenvalue of a one-body operator, with $\Delta\tau$ the imaginary-time step. When that operator is proportional to the particle density, a real $a$ gives the factor $e^{a^2/2}\ge 1$ of an attractive interaction, and an imaginary $a$ gives the factor $e^{-|a|^2/2}$ of a repulsive one.

## Mean and fluctuation by completing squares

The claim is that, for all complex $a$ and $b$,

$$\langle W\rangle=e^{a^2/2},\qquad \langle|W-\langle W\rangle|^2\rangle=e^{\mathrm{Re}\,a^2}\left(e^{|a+b|^2}-1\right).$$

Collecting the exponents gives

$$W(x)=e^{-(b^2/2+ab)}\,e^{(a+b)x}.$$

For real $z$, the identity $zx-x^2/2=z^2/2-(x-z)^2/2$ gives $\langle e^{zx}\rangle=e^{z^2/2}$. Both sides are entire functions of $z$, so the formula holds for complex $z$ as well. With $z=a+b$,

$$\langle W\rangle=\exp\left(\tfrac12(a+b)^2-\tfrac12b^2-ab\right)=e^{a^2/2}.$$

For the second moment, put $c=a+b$, so that $b^2+2ab=c^2-a^2$. Then

$$|W|^2=e^{\mathrm{Re}\,a^2-\mathrm{Re}\,c^2}\,e^{2(\mathrm{Re}\,c)x},\qquad \langle|W|^2\rangle=e^{\mathrm{Re}\,a^2-\mathrm{Re}\,c^2+2(\mathrm{Re}\,c)^2}=e^{\mathrm{Re}\,a^2+|c|^2},$$

because $\mathrm{Re}\,c^2=(\mathrm{Re}\,c)^2-(\mathrm{Im}\,c)^2$. Finally, let $m=\langle W\rangle$. Expanding the square,

$$\langle|W-m|^2\rangle=\langle|W|^2\rangle+|m|^2-2\,\mathrm{Re}(\bar m\langle W\rangle)=\langle|W|^2\rangle-|m|^2,$$

and $|m|^2=e^{\mathrm{Re}\,a^2}$ gives the stated fluctuation. It is zero exactly when $a+b=0$. At $b=-a$ the exponent of $W$ is $-xa-a^2/2+ax+a^2=a^2/2$, whatever the value of $x$.

## The case $a=1$ in numbers

The mean is $e^{1/2}\approx1.649$ for every $b$. The variance is $e(e-1)\approx4.671$ without a bias, and $e(e^{1/4}-1)\approx0.772$ at $b=-\tfrac12$. At $b=-1$ the estimator is $e^{-x-1/2}e^{x+1}=e^{1/2}$, and a single sample gives the answer.

## The shift in an auxiliary-field calculation

In auxiliary-field quantum Monte Carlo with random walkers and continuous fields, a code draws $x$ from a normal generator, propagates the walker $|\phi\rangle$ with the field $x-b$, and includes $e^{xb-b^2/2}$ in its weight. There $a$ becomes an operator $\sqrt{\Delta\tau}\,\hat v$, and a usual choice of shift is

$$b=-\sqrt{\Delta\tau}\,\frac{\langle\psi_T|\hat v|\phi\rangle}{\langle\psi_T|\phi\rangle}$$

with a trial state $|\psi_T\rangle$. With importance sampling, the weight is also multiplied by the ratio of the new overlap with $\langle\psi_T|$ to the old one. The shift removes the term linear in $x$ at order $\sqrt{\Delta\tau}$ from the product of this ratio and $e^{xb-b^2/2}$. The scalar model, with one field and one step, shows the same cancellation to all orders; for operators, fluctuations generally remain. The phaseless approximation replaces the complex weight by a real one, and the invariance of the mean proved here does not cover that step.

## The estimator and its fluctuation in Lean

```lean
import Mathlib

open MeasureTheory ProbabilityTheory ComplexConjugate

namespace HubbardStratonovichForceBias

noncomputable section
```

The second argument of `gaussianReal` is the variance, so the field has density $e^{-x^2/2}/\sqrt{2\pi}$.

```lean
/-- The distribution of the auxiliary field: a Gaussian of mean zero and variance one. -/
abbrev fieldMeasure : Measure ℝ := gaussianReal 0 1
```

The estimator keeps the reweighting factor and the shifted one-body factor as a literal product. The real field `x` is read as a complex number where it meets `a` and `b`.

```lean
/-- The estimator with force bias `b`: the reweighting factor `exp (x b - b² / 2)` times the
one-body factor `exp (a (x - b))` at the shifted field. -/
def estimator (a b : ℂ) (x : ℝ) : ℂ :=
  Complex.exp (x * b - b ^ 2 / 2) * Complex.exp (a * (x - b))
```

The fluctuation subtracts the actual average of the estimator, written as an inner integral, and not the value that this average is expected to have.

```lean
/-- The mean square fluctuation of the estimator about its own average over the field. -/
def fluctuation (a b : ℂ) : ℝ :=
  ∫ x, ‖estimator a b x - ∫ y, estimator a b y ∂fieldMeasure‖ ^ 2 ∂fieldMeasure
```

## The reweighting factor as a ratio of densities

For real $b$, the first factor of $W$ is the shifted Gaussian density divided by the unshifted one. The proof combines the exponentials and compares exponents: $-(x-b)^2/2=-x^2/2+xb-b^2/2$. For complex $b$ this reading as a ratio of probability densities is lost, and the later results rest on the formula for $W$ alone.

```lean
/-- For a real shift `b`, the factor `exp (x b - b² / 2)` turns the standard Gaussian density
at `x` into the density at `x - b`. -/
theorem density_shift (b x : ℝ) :
    gaussianPDFReal 0 1 (x - b) =
      gaussianPDFReal 0 1 x * Real.exp (x * b - b ^ 2 / 2) := by
  unfold gaussianPDFReal
  rw [mul_assoc _ (Real.exp _) (Real.exp _), ← Real.exp_add]
  congr 2
  simp only [NNReal.coe_one]
  ring
```

## The mean for every complex shift

The first lemma collects the exponents.

```lean
/-- The field enters the estimator only through the factor `exp ((a + b) x)`. -/
theorem estimator_eq (a b : ℂ) (x : ℝ) :
    estimator a b x =
      Complex.exp (-(b ^ 2 / 2 + a * b)) * Complex.exp ((a + b) * x) := by
  unfold estimator
  rw [← Complex.exp_add, ← Complex.exp_add]
  congr 1
  ring
```

Lean assigns the value zero to the integral of a non-integrable function, so integrability is proved separately. The modulus of $e^{(a+b)x}$ is $e^{\mathrm{Re}(a+b)x}$, which has a finite Gaussian average.

```lean
/-- The estimator is integrable over the Gaussian field for all complex `a` and `b`. -/
theorem estimator_integrable (a b : ℂ) : Integrable (estimator a b) fieldMeasure := by
  have h : Integrable (fun x : ℝ => Complex.exp ((a + b) * x)) fieldMeasure := by
    refine Integrable.mono' (integrable_exp_mul_gaussianReal (a + b).re)
      (Continuous.aestronglyMeasurable (by fun_prop)) (Filter.Eventually.of_forall fun x => ?_)
    simp [Complex.norm_exp]
  rw [funext (estimator_eq a b)]
  exact h.const_mul _
```

The average of $e^{zx}$ is Mathlib's complex moment generating function of the Gaussian. This is the Hubbard-Stratonovich identity with a number in place of an operator.

```lean
/-- The Hubbard-Stratonovich identity for a number: the standard Gaussian average of
`exp (z x)` is `exp (z² / 2)` for every complex `z`. -/
theorem gaussian_average_exp (z : ℂ) :
    ∫ x : ℝ, Complex.exp (z * x) ∂fieldMeasure = Complex.exp (z ^ 2 / 2) := by
  have h := complexMGF_id_gaussianReal (μ := 0) (v := 1) z
  simpa [complexMGF] using h
```

The constant factor is now taken out of the integral, and `ring` checks that the remaining exponents add up to $a^2/2$.

```lean
/-- The average of the estimator is `exp (a² / 2)` for every complex shift `b`. -/
theorem force_bias_mean (a b : ℂ) :
    ∫ x, estimator a b x ∂fieldMeasure = Complex.exp (a ^ 2 / 2) := by
  simp_rw [estimator_eq]
  rw [integral_const_mul, gaussian_average_exp, ← Complex.exp_add]
  congr 1
  ring
```

## The second moment and the exact fluctuation

In the next proof, `hsq` writes $|W|^2$ as a constant times a real exponential of $x$, with the real and imaginary parts spelled out. `hreal` is the Gaussian average for real exponents, obtained from the complex one.

```lean
/-- The squared modulus of the estimator is integrable, and its average is
`exp (Re a² + |a + b|²)`. -/
theorem second_moment (a b : ℂ) :
    Integrable (fun x => ‖estimator a b x‖ ^ 2) fieldMeasure ∧
    ∫ x, ‖estimator a b x‖ ^ 2 ∂fieldMeasure =
      Real.exp ((a ^ 2).re + ‖a + b‖ ^ 2) := by
  -- the squared modulus is again the exponential of a linear function of the field
  have hsq : ∀ x : ℝ, ‖estimator a b x‖ ^ 2 =
      Real.exp (-(b.re ^ 2 - b.im ^ 2 + 2 * (a.re * b.re - a.im * b.im))) *
        Real.exp ((2 * (a.re + b.re)) * x) := by
    intro x
    rw [estimator_eq, ← Complex.exp_add, Complex.norm_exp, pow_two, ← Real.exp_add,
      ← Real.exp_add]
    congr 1
    simp only [Complex.neg_re, Complex.add_re, Complex.add_im, Complex.mul_re,
      Complex.div_ofNat_re, pow_two, Complex.ofReal_re, Complex.ofReal_im]
    ring
  have hreal : ∀ t : ℝ, ∫ x, Real.exp (t * x) ∂fieldMeasure = Real.exp (t ^ 2 / 2) := by
    intro t
    apply Complex.ofReal_injective
    rw [← integral_complex_ofReal]
    push_cast
    exact gaussian_average_exp t
  simp_rw [hsq]
  refine ⟨(integrable_exp_mul_gaussianReal _).const_mul _, ?_⟩
  rw [integral_const_mul, hreal, ← Real.exp_add]
  congr 1
  rw [Complex.sq_norm, Complex.normSq_apply]
  simp only [pow_two, Complex.mul_re, Complex.add_re, Complex.add_im]
  ring
```

The fluctuation follows the expansion done by hand: `hexp` expands the square, `hcross` evaluates the cross term as $|m|^2$, and `hnorm` gives $|m|^2=e^{\mathrm{Re}\,a^2}$. The integrability statements allow the average to be taken term by term.

```lean
/-- The mean square fluctuation of the estimator is
`exp (Re a²) (exp |a + b|² - 1)`. -/
theorem fluctuation_eq (a b : ℂ) :
    fluctuation a b = Real.exp (a ^ 2).re * (Real.exp (‖a + b‖ ^ 2) - 1) := by
  unfold fluctuation
  rw [force_bias_mean]
  set m := Complex.exp (a ^ 2 / 2) with hm
  have hnorm : ‖m‖ ^ 2 = Real.exp (a ^ 2).re := by
    rw [hm, Complex.norm_exp, pow_two, ← Real.exp_add, Complex.div_ofNat_re]
    congr 1
    ring
  -- expand the square and average term by term
  have hexp : ∀ x, ‖estimator a b x - m‖ ^ 2 =
      ‖estimator a b x‖ ^ 2 + ‖m‖ ^ 2 - 2 * (conj m * estimator a b x).re := by
    intro x
    simp only [Complex.sq_norm, Complex.normSq_apply, Complex.sub_re, Complex.sub_im,
      Complex.mul_re, Complex.conj_re, Complex.conj_im]
    ring
  have hint : Integrable (fun x => conj m * estimator a b x) fieldMeasure :=
    (estimator_integrable a b).const_mul _
  have hre : Integrable (fun x => (conj m * estimator a b x).re) fieldMeasure :=
    Complex.reCLM.integrable_comp hint
  have hcross : ∫ x, (conj m * estimator a b x).re ∂fieldMeasure = ‖m‖ ^ 2 := by
    have h := Complex.reCLM.integral_comp_comm hint
    simp only [Complex.reCLM_apply] at h
    rw [h, integral_const_mul, force_bias_mean, ← hm, Complex.sq_norm, Complex.normSq_apply]
    simp only [Complex.mul_re, Complex.conj_re, Complex.conj_im]
    ring
  obtain ⟨hi, hs⟩ := second_moment a b
  have hadd : Integrable (fun x => ‖estimator a b x‖ ^ 2 + ‖m‖ ^ 2) fieldMeasure :=
    hi.add (integrable_const _)
  simp_rw [hexp]
  rw [integral_sub hadd (hre.const_mul 2),
    integral_add hi (integrable_const _), integral_const_mul, hcross, hs, integral_const,
    hnorm, Real.exp_add]
  simp only [probReal_univ, one_smul]
  ring
```

## The unique shift without fluctuation

The theorem has two parts. Among all complex shifts, only $b=-a$ gives zero fluctuation; and at that shift $W(x)=e^{a^2/2}$ for every $x$, not merely for almost every one. In the forward direction, the prefactor $e^{\mathrm{Re}\,a^2}$ is never zero, so $e^{|a+b|^2}=1$ and hence $a+b=0$.

```lean
/-- The fluctuation vanishes exactly for the shift `b = -a`, and with that shift the estimator
equals `exp (a² / 2)` at every value of the field. -/
theorem optimal_force_bias (a : ℂ) :
    (∀ b, fluctuation a b = 0 ↔ b = -a) ∧
    ∀ x, estimator a (-a) x = Complex.exp (a ^ 2 / 2) := by
  refine ⟨fun b => ⟨fun h => ?_, fun h => ?_⟩, fun x => ?_⟩
  · rw [fluctuation_eq] at h
    have h1 := (mul_eq_zero.mp h).resolve_left (Real.exp_ne_zero _)
    have h2 : ‖a + b‖ ^ 2 = 0 := (Real.exp_eq_one_iff _).mp (sub_eq_zero.mp h1)
    have h3 : a + b = 0 := norm_eq_zero.mp (pow_eq_zero_iff two_ne_zero |>.mp h2)
    linear_combination h3
  · rw [fluctuation_eq, h]
    simp
  · unfold estimator
    rw [← Complex.exp_add]
    congr 1
    ring
```

For real $a$ and $b$ the mean can be stated with real exponentials only, and it follows from the complex result. Zero variance at $b=-a$ for real couplings is already a special case of the preceding theorem.

```lean
/-- For real `a` and `b`, the standard Gaussian average of
`exp (x b - b² / 2) exp (a (x - b))` is `exp (a² / 2)`. -/
theorem force_bias_mean_real (a b : ℝ) :
    ∫ x, Real.exp (x * b - b ^ 2 / 2) * Real.exp (a * (x - b)) ∂fieldMeasure =
      Real.exp (a ^ 2 / 2) := by
  apply Complex.ofReal_injective
  rw [← integral_complex_ofReal]
  push_cast
  exact force_bias_mean a b

end

end HubbardStratonovichForceBias
```

```lean
#print axioms HubbardStratonovichForceBias.density_shift
#print axioms HubbardStratonovichForceBias.optimal_force_bias
#print axioms HubbardStratonovichForceBias.force_bias_mean_real
```

```
'HubbardStratonovichForceBias.density_shift' depends on axioms: [propext, Classical.choice, Quot.sound]
'HubbardStratonovichForceBias.optimal_force_bias' depends on axioms: [propext, Classical.choice, Quot.sound]
'HubbardStratonovichForceBias.force_bias_mean_real' depends on axioms: [propext, Classical.choice, Quot.sound]
```
